# Squared overlap and one-matrix deficit for two independently rotated orbitals

The lemma compares two pairs of orbitals in a four-dimensional one-particle space: the basis states 0 and 1, and the orbitals with components `c, s` on states 0 and 2 and `c', s'` on states 1 and 3, all four numbers real. It states that the squared modulus of the determinant of the 2×2 matrix of inner products between the pairs is c²c'², and that two minus the real part of the trace of the product of their matrices `A Aᴴ` is 2 − c² − c'². No normalisation is assumed; if c² + s² = 1 and c'² + s'² = 1, the first value is the squared overlap of two normalised two-electron Slater determinants, and the second equals s² + s'². The attempt computes the determinant and the trace from the explicit matrices with `simp`, then derives the two real values.

Lean 4 with Mathlib refuses this proof:

```lean
import Mathlib

open Matrix

namespace RotatedValues

noncomputable section

variable {r n : Type*} [Fintype r] [Fintype n] [DecidableEq n]

/-- The matrix `A Aᴴ`. For orthonormal columns it is the one-particle density matrix of the
determinant whose occupied orbitals are the columns of `A`. -/
def oneMatrix (A : Matrix r n ℂ) : Matrix r r ℂ := A * Aᴴ

/-- The number `det (Bᴴ A)`. When `A` and `B` each have orthonormal columns, it is the overlap of
the normalised Slater determinants built from the columns of `B` and `A`. -/
def slaterOverlap (A B : Matrix r n ℂ) : ℂ := (Bᴴ * A).det

/-- The number of electrons minus the real part of the trace of the product of the two
one-matrices. -/
def deficit (A B : Matrix r n ℂ) : ℝ :=
  Fintype.card n - (trace (oneMatrix A * oneMatrix B)).re

/-- Two orbitals in a four-dimensional space: the first has components `c, s` on basis states
0 and 2, the second has components `c', s'` on basis states 1 and 3. -/
def rotated (c s c' s' : ℝ) : Matrix (Fin 4) (Fin 2) ℂ :=
  !![(c : ℂ), 0; 0, (c' : ℂ); (s : ℂ), 0; 0, (s' : ℂ)]

/-- Squared overlap and deficit between the first two basis states and the orbitals
`rotated c s c' s'`. -/
theorem rotated_values (c s c' s' : ℝ) :
    ‖slaterOverlap (rotated 1 0 1 0) (rotated c s c' s')‖ ^ 2 = c ^ 2 * c' ^ 2 ∧
      deficit (rotated 1 0 1 0) (rotated c s c' s') = 2 - c ^ 2 - c' ^ 2 := by
  constructor
  · have h : slaterOverlap (rotated 1 0 1 0) (rotated c s c' s') = (c : ℂ) * c' := by
      simp [slaterOverlap, rotated, Matrix.det_fin_two, Matrix.mul_apply, Fin.sum_univ_succ]
    rw [h, norm_mul, mul_pow, Complex.norm_real, Complex.norm_real, Real.norm_eq_abs,
      Real.norm_eq_abs, sq_abs, sq_abs]
  · have h : trace (oneMatrix (rotated 1 0 1 0) * oneMatrix (rotated c s c' s')) =
        ((c ^ 2 + c' ^ 2 : ℝ) : ℂ) := by
      simp [oneMatrix, rotated, Matrix.trace, Matrix.mul_apply, Fin.sum_univ_succ, sq]
    rw [deficit, h, Complex.ofReal_re, Fintype.card_fin]
    push_cast
    ring

end

end RotatedValues
```

The error:

```
Main.lean:40:38: error: unsolved goals
c s c' s' : ℝ
⊢ (![1, 0] ᵥ*
          (!![1, 0; 0, 1; 0, 0; 0, 0]ᴴ *
            of
              ![![↑c, 0] ᵥ* !![↑c, 0; 0, ↑c'; ↑s, 0; 0, ↑s']ᴴ, ![0, ↑c'] ᵥ* !![↑c, 0; 0, ↑c'; ↑s, 0; 0, ↑s']ᴴ,
                ![↑s, 0] ᵥ* !![↑c, 0; 0, ↑c'; ↑s, 0; 0, ↑s']ᴴ, ![0, ↑s'] ᵥ* !![↑c, 0; 0, ↑c'; ↑s, 0; 0, ↑s']ᴴ]))
        0 +
      ((![0, 1] ᵥ*
            (!![1, 0; 0, 1; 0, 0; 0, 0]ᴴ *
              of
                ![![↑c, 0] ᵥ* !![↑c, 0; 0, ↑c'; ↑s, 0; 0, ↑s']ᴴ, ![0, ↑c'] ᵥ* !![↑c, 0; 0, ↑c'; ↑s, 0; 0, ↑s']ᴴ,
                  ![↑s, 0] ᵥ* !![↑c, 0; 0, ↑c'; ↑s, 0; 0, ↑s']ᴴ, ![0, ↑s'] ᵥ* !![↑c, 0; 0, ↑c'; ↑s, 0; 0, ↑s']ᴴ]))
          1 +
        ((![0, 0] ᵥ*
              (!![1, 0; 0, 1; 0, 0; 0, 0]ᴴ *
                of
                  ![![↑c, 0] ᵥ* !![↑c, 0; 0, ↑c'; ↑s, 0; 0, ↑s']ᴴ, ![0, ↑c'] ᵥ* !![↑c, 0; 0, ↑c'; ↑s, 0; 0, ↑s']ᴴ,
                    ![↑s, 0] ᵥ* !![↑c, 0; 0, ↑c'; ↑s, 0; 0, ↑s']ᴴ, ![0, ↑s'] ᵥ* !![↑c, 0; 0, ↑c'; ↑s, 0; 0, ↑s']ᴴ]))
            2 +
          (![0, 0] ᵥ*
              (!![1, 0; 0, 1; 0, 0; 0, 0]ᴴ *
                of
                  ![![↑c, 0] ᵥ* !![↑c, 0; 0, ↑c'; ↑s, 0; 0, ↑s']ᴴ, ![0, ↑c'] ᵥ* !![↑c, 0; 0, ↑c'; ↑s, 0; 0, ↑s']ᴴ,
                    ![↑s, 0] ᵥ* !![↑c, 0; 0, ↑c'; ↑s, 0; 0, ↑s']ᴴ, ![0, ↑s'] ᵥ* !![↑c, 0; 0, ↑c'; ↑s, 0; 0, ↑s']ᴴ]))
            3)) =
    ↑c * ↑c + ↑c' * ↑c'
Main.lean:41:46: warning: This simp argument is unused:
  Matrix.mul_apply

Hint: Omit it from the simp argument list.
  [apply] simp [oneMatrix, rotated, Matrix.trace, Fin.sum_univ_succ, sq]

Note: This linter can be disabled with `set_option linter.unusedSimpArgs false`
```

Diagnosis. The error is in the trace computation. `simp` was given `rotated` together with `Matrix.mul_apply`, so the explicit matrices were exposed while the products were still whole. It then rewrote products row by row, into vector-matrix products written `ᵥ*`, and stopped with these and several conjugate transposes unevaluated. `Matrix.mul_apply` expands an entry `(M * N) i j` into a sum, but the products left in the goal are not in that form: they stand whole inside `ᵥ*` expressions. The warning confirms that the lemma was never used; dropping it, as the hint suggests, would not close the goal.

The repair splits the step in two. The `simp only` call keeps `rotated` folded, so the trace becomes diagonal entries, `Matrix.mul_apply` and `Matrix.conjTranspose_apply` reduce these to entries of the orbital matrices, and `Fin.sum_univ_four` and `Fin.sum_univ_two` write out the sums. Then `simp [rotated, sq]` inserts the explicit entries and finishes the arithmetic. The added comment only records this order.

The repair, with which the file compiles:

```diff
@@ -39,5 +39,8 @@
   · have h : trace (oneMatrix (rotated 1 0 1 0) * oneMatrix (rotated c s c' s')) =
         ((c ^ 2 + c' ^ 2 : ℝ) : ℂ) := by
-      simp [oneMatrix, rotated, Matrix.trace, Matrix.mul_apply, Fin.sum_univ_succ, sq]
+      -- expand into entries before inserting the explicit orbitals
+      simp only [oneMatrix, Matrix.trace, Matrix.diag_apply, Matrix.mul_apply,
+        Matrix.conjTranspose_apply, Fin.sum_univ_four, Fin.sum_univ_two]
+      simp [rotated, sq]
     rw [deficit, h, Complex.ofReal_re, Fintype.card_fin]
     push_cast
```
